# Error bounds for the separable eigenvector truncation of a real symmetric channel matrix

A nonlocal pseudopotential channel in a plane-wave basis is a matrix M, and it is cheaper to apply when replaced by a few projectors. Agreement of matrix elements on some test orbitals does not control the error for vectors outside their span. Here the projectors are orthonormal eigenvectors of M, and the error is controlled by the largest modulus among the dropped eigenvalues. The bound holds for every pair of real coefficient vectors, for one-electron matrix elements of a real symmetric matrix in a finite orthonormal basis. This is a simplified model: plane-wave channel matrices and orbital coefficients are in general complex, and that case is not proved here.

## Model

The plane waves are labelled by a finite type `n`, with indices a, b. Coefficients are real, and ⟨x, y⟩ = Σ_a x_a y_a is `x ⬝ᵥ y`. Complex Hermitian matrices, overlap matrices, basis incompleteness and many-electron energies are not treated.

```lean
import Mathlib

open Matrix Finset

namespace SeparableTruncation

noncomputable section

variable {n : Type*} [Fintype n] [DecidableEq n]
```

The data are vectors v_i and numbers m_i, with i running over the same type `n`:

⟨v_i, v_j⟩ = δ_ij,  M v_i = m_i v_i.

There are as many vectors as plane waves, and degenerate eigenvalues are allowed.

```lean
/-- The vectors `v i`, one for each plane wave index, are orthonormal eigenvectors of the
channel matrix `M` with eigenvalues `m i`. -/
structure IsEigenbasis (M : Matrix n n ℝ) (v : n → n → ℝ) (m : n → ℝ) : Prop where
  orth : ∀ i j, v i ⬝ᵥ v j = if i = j then 1 else 0
  eig : ∀ i, M *ᵥ v i = m i • v i
```

For any set S of kept indices, the separable form, the length and the squared Frobenius norm of a matrix A are

M_S = Σ_{i∈S} m_i v_i v_iᵀ,  ‖x‖ = √⟨x, x⟩,  ‖A‖_F² = Σ_ab A_ab².

```lean
/-- The separable form `M_S = ∑_{i ∈ S} m_i v_i v_iᵀ` built from the kept projectors. -/
def separable (v : n → n → ℝ) (m : n → ℝ) (S : Finset n) : Matrix n n ℝ :=
  ∑ i ∈ S, m i • vecMulVec (v i) (v i)

/-- Euclidean length of a vector of plane-wave coefficients. -/
def len (x : n → ℝ) : ℝ := Real.sqrt (x ⬝ᵥ x)

/-- Squared Frobenius norm: the sum of the squares of all matrix elements. -/
def frobSq (A : Matrix n n ℝ) : ℝ := ∑ a, ∑ b, A a b ^ 2
```

The theorems on the truncation error assume `IsEigenbasis M v m`, which already forces M to be symmetric. Conversely, every real symmetric M has such data: a real symmetric matrix is Hermitian, and Mathlib's spectral theorem supplies `hH.eigenvectorBasis` and `hH.eigenvalues`.

```lean
variable {M : Matrix n n ℝ} {v : n → n → ℝ} {m : n → ℝ}

/-- Every real symmetric channel matrix has an orthonormal eigenbasis. -/
theorem exists_eigenbasis (hM : M.IsSymm) : ∃ v m, IsEigenbasis M v m := by
  have hH : M.IsHermitian := by
    unfold Matrix.IsHermitian
    rw [conjTranspose_eq_transpose_of_trivial]
    exact hM
  refine ⟨fun i => (hH.eigenvectorBasis i).ofLp, hH.eigenvalues, fun i j => ?_,
    fun i => hH.mulVec_eigenvectorBasis i⟩
  have h := orthonormal_iff_ite.mp hH.eigenvectorBasis.orthonormal i j
  rw [EuclideanSpace.inner_eq_star_dotProduct, star_trivial, dotProduct_comm] at h
  exact h
```

## Completeness and the residual

Let V be the matrix with rows v_i. Orthonormality reads V Vᵀ = 1, and since V is square, Vᵀ V = 1. This step is worth reusing: `Matrix.of v` packs a family of vectors into a matrix, and `mul_eq_one_comm` turns orthonormality into completeness with no argument about spans.

```lean
/-- Completeness: the matrix `V` whose rows are the eigenvectors satisfies `Vᵀ V = 1`. -/
theorem completeness (h : IsEigenbasis M v m) : (Matrix.of v)ᵀ * Matrix.of v = 1 := by
  have h1 : Matrix.of v * (Matrix.of v)ᵀ = 1 := by
    ext i j
    rw [Matrix.one_apply, ← h.orth i j]
    rfl
  exact mul_eq_one_comm.mp h1
```

Inserting Vᵀ V = 1 into an overlap gives Parseval's identity:

⟨x, y⟩ = ⟨x, Vᵀ V y⟩ = ⟨V x, V y⟩ = Σ_i ⟨v_i, x⟩ ⟨v_i, y⟩.

```lean
/-- Parseval's identity: the overlap of two vectors is the sum of the products of their
components along the eigenvectors. -/
theorem parseval (h : IsEigenbasis M v m) (x y : n → ℝ) :
    x ⬝ᵥ y = ∑ i, (v i ⬝ᵥ x) * (v i ⬝ᵥ y) := by
  calc x ⬝ᵥ y = x ⬝ᵥ ((Matrix.of v)ᵀ * Matrix.of v) *ᵥ y := by
        rw [completeness h, Matrix.one_mulVec]
    _ = (Matrix.of v *ᵥ x) ⬝ᵥ (Matrix.of v *ᵥ y) := by
        rw [← Matrix.mulVec_mulVec, Matrix.dotProduct_mulVec, Matrix.vecMul_transpose]
    _ = ∑ i, (v i ⬝ᵥ x) * (v i ⬝ᵥ y) := rfl
```

Since (v_i v_iᵀ) y = ⟨v_i, y⟩ v_i, the separable form acts through projections, for arbitrary vectors v_i:

M_S y = Σ_{i∈S} m_i ⟨v_i, y⟩ v_i.

In components this is an exchange of the sums over i and b, done by `Finset.sum_comm`.

```lean
omit [DecidableEq n] in
/-- The separable operator acts through the projections `⟨v_i, y⟩`, `i ∈ S`:
`M_S y = ∑_{i ∈ S} m_i ⟨v_i, y⟩ v_i`. -/
theorem separable_mulVec (v : n → n → ℝ) (m : n → ℝ) (S : Finset n) (y : n → ℝ) :
    separable v m S *ᵥ y = ∑ i ∈ S, (m i * (v i ⬝ᵥ y)) • v i := by
  ext a
  simp only [separable, Matrix.mulVec, dotProduct, Matrix.sum_apply, Matrix.smul_apply,
    vecMulVec_apply, Finset.sum_apply, Pi.smul_apply, smul_eq_mul, Finset.sum_mul,
    Finset.mul_sum]
  rw [Finset.sum_comm]
  exact Finset.sum_congr rfl fun i _ => Finset.sum_congr rfl fun b _ => by ring
```

With y = v_i the Kronecker delta leaves at most one term: M_S v_i = m_i v_i for i ∈ S, and M_S v_i = 0 otherwise.

```lean
/-- The separable form multiplies a kept eigenvector by its eigenvalue and annihilates a
dropped one. -/
theorem separable_mulVec_eigen (h : IsEigenbasis M v m) (S : Finset n) (i : n) :
    separable v m S *ᵥ v i = if i ∈ S then m i • v i else 0 := by
  rw [separable_mulVec]
  simp only [h.orth, mul_ite, mul_one, mul_zero, ite_smul, zero_smul, Finset.sum_ite_eq']
```

Completeness also resolves M itself, which is `hM` in the proof:

M_ab = (M Vᵀ V)_ab = Σ_i (M v_i)_a (v_i)_b = Σ_i m_i (v_i)_a (v_i)_b.

Splitting the sum into S and its complement Sᶜ, the dropped indices, gives the residual

R = M − M_S = Σ_{i∈Sᶜ} m_i v_i v_iᵀ = M_{Sᶜ}.

```lean
/-- The truncation error `M - M_S` is the separable form built from the dropped modes. -/
theorem residual_eq (h : IsEigenbasis M v m) (S : Finset n) :
    M - separable v m S = separable v m Sᶜ := by
  -- spectral resolution of `M`
  have hM : M = ∑ i, m i • vecMulVec (v i) (v i) := by
    ext a b
    calc M a b = (M * (Matrix.of v)ᵀ * Matrix.of v) a b := by
          rw [Matrix.mul_assoc, completeness h, Matrix.mul_one]
      _ = ∑ i, (M *ᵥ v i) a * v i b := rfl
      _ = (∑ i, m i • vecMulVec (v i) (v i)) a b := by
          simp only [h.eig, Matrix.sum_apply, Matrix.smul_apply, vecMulVec_apply,
            Pi.smul_apply, smul_eq_mul, mul_assoc]
  rw [sub_eq_iff_eq_add']
  exact hM.trans (Finset.sum_add_sum_compl S _).symm
```

## The bound and its converse

The statement reads: if ε ≥ 0 and |m_i| ≤ ε for every i ∉ S, then |⟨x, R y⟩| ≤ ε ‖x‖ ‖y‖ for all x and y, normalised or not. The hypothesis `hε` matters when S contains every index: `hS` is then vacuous, R = 0, and a negative ε would make the right side negative for nonzero vectors. With c_i = ⟨v_i, x⟩ and d_i = ⟨v_i, y⟩,

⟨x, R y⟩ = Σ_{i∈Sᶜ} m_i c_i d_i,

|⟨x, R y⟩| ≤ Σ_{i∈Sᶜ} |m_i c_i d_i| ≤ Σ_{i∈Sᶜ} ε |c_i| |d_i| ≤ Σ_i ε |c_i| |d_i| ≤ ε ‖x‖ ‖y‖.

The first line is `h1`, and the four inequalities are the four steps of the final `calc`. The last one uses `h2`, which is Cauchy–Schwarz followed by Parseval in the form `hsq`:

(Σ_i |c_i| |d_i|)² ≤ (Σ_i c_i²)(Σ_i d_i²) = ⟨x, x⟩ ⟨y, y⟩.

For unit vectors x and y the error of the matrix element is at most ε.

```lean
/-- If every dropped eigenvalue has modulus at most `ε ≥ 0`, then every matrix element of the
truncation error obeys `|⟨x, (M - M_S) y⟩| ≤ ε ‖x‖ ‖y‖`. -/
theorem truncation_bound (h : IsEigenbasis M v m) (S : Finset n) {ε : ℝ} (hε : 0 ≤ ε)
    (hS : ∀ i, i ∉ S → |m i| ≤ ε) (x y : n → ℝ) :
    |x ⬝ᵥ (M - separable v m S) *ᵥ y| ≤ ε * len x * len y := by
  -- the matrix element as a sum over dropped modes
  have h1 : x ⬝ᵥ (M - separable v m S) *ᵥ y
      = ∑ i ∈ Sᶜ, m i * ((v i ⬝ᵥ x) * (v i ⬝ᵥ y)) := by
    rw [residual_eq h, separable_mulVec, dotProduct_sum]
    refine Finset.sum_congr rfl fun i _ => ?_
    rw [dotProduct_smul, smul_eq_mul, dotProduct_comm x (v i)]
    ring
  -- Cauchy-Schwarz on the components, then Parseval
  have hsq : ∀ z : n → ℝ, ∑ i, |v i ⬝ᵥ z| ^ 2 = z ⬝ᵥ z := fun z => by
    rw [parseval h z z]
    exact Finset.sum_congr rfl fun i _ => by rw [sq_abs, sq]
  have hx : 0 ≤ x ⬝ᵥ x := Finset.sum_nonneg fun a _ => mul_self_nonneg (x a)
  have h2 : ∑ i, |v i ⬝ᵥ x| * |v i ⬝ᵥ y| ≤ len x * len y := by
    have hcs := Finset.sum_mul_sq_le_sq_mul_sq Finset.univ
      (fun i => |v i ⬝ᵥ x|) (fun i => |v i ⬝ᵥ y|)
    rw [hsq x, hsq y] at hcs
    unfold len
    rw [← Real.sqrt_mul hx]
    exact le_trans (le_abs_self _) (Real.abs_le_sqrt hcs)
  calc |x ⬝ᵥ (M - separable v m S) *ᵥ y|
      ≤ ∑ i ∈ Sᶜ, |m i * ((v i ⬝ᵥ x) * (v i ⬝ᵥ y))| := by
        rw [h1]
        exact Finset.abs_sum_le_sum_abs _ _
    _ ≤ ∑ i ∈ Sᶜ, ε * (|v i ⬝ᵥ x| * |v i ⬝ᵥ y|) := by
        refine Finset.sum_le_sum fun i hi => ?_
        rw [abs_mul, abs_mul]
        exact mul_le_mul_of_nonneg_right (hS i (Finset.mem_compl.mp hi)) (by positivity)
    _ ≤ ∑ i, ε * (|v i ⬝ᵥ x| * |v i ⬝ᵥ y|) :=
        Finset.sum_le_sum_of_subset_of_nonneg (Finset.subset_univ _)
          fun i _ _ => by positivity
    _ ≤ ε * len x * len y := by
        rw [← Finset.mul_sum, mul_assoc]
        exact mul_le_mul_of_nonneg_left h2 hε
```

The condition on the eigenvalues is also necessary. If the bound holds for all x and y, take x = y = v_i with i ∉ S. Then ‖v_i‖ = 1 and

⟨v_i, R v_i⟩ = m_i ⟨v_i, v_i⟩ = m_i,

so |m_i| ≤ ε, with no sign assumption on ε.

```lean
/-- Converse: if `|⟨x, (M - M_S) y⟩| ≤ ε ‖x‖ ‖y‖` for all `x` and `y`, then every dropped
eigenvalue has modulus at most `ε`. -/
theorem dropped_le_of_bound (h : IsEigenbasis M v m) (S : Finset n) {ε : ℝ}
    (hb : ∀ x y, |x ⬝ᵥ (M - separable v m S) *ᵥ y| ≤ ε * len x * len y)
    (i : n) (hi : i ∉ S) : |m i| ≤ ε := by
  -- test the bound on the dropped eigenvector itself
  have h1 : v i ⬝ᵥ v i = 1 := by rw [h.orth, if_pos rfl]
  have h2 := hb (v i) (v i)
  rw [residual_eq h, separable_mulVec_eigen h, if_pos (Finset.mem_compl.mpr hi),
    dotProduct_smul, len, h1] at h2
  simpa using h2
```

## Frobenius error

Row a of R has component (R v_i)_a along v_i, so Parseval for that row gives `hrow`:

Σ_b R_ab² = Σ_i ((R v_i)_a)².

Summing over a and exchanging the sums leaves ⟨R v_i, R v_i⟩, which by `hcol` is m_i² for a dropped index and 0 for a kept one:

‖R‖_F² = Σ_i ⟨R v_i, R v_i⟩ = Σ_{i∈Sᶜ} m_i².

This is the exact squared Frobenius error for the given S. It evaluates the error of one truncation built from eigenvectors of M and makes no comparison with other approximations, so it falls short of the Eckart–Young optimality statement over all matrices of a given rank.

```lean
/-- The squared Frobenius norm of the truncation error `M - M_S` is the sum of the squares of
the dropped eigenvalues. -/
theorem frobenius_error (h : IsEigenbasis M v m) (S : Finset n) :
    frobSq (M - separable v m S) = ∑ i ∈ Sᶜ, m i ^ 2 := by
  rw [residual_eq h]
  -- Parseval for each row of the residual
  have hrow : ∀ a, ∑ b, separable v m Sᶜ a b ^ 2
      = ∑ i, (separable v m Sᶜ *ᵥ v i) a * (separable v m Sᶜ *ᵥ v i) a := fun a => by
    have hp := parseval h (separable v m Sᶜ a) (separable v m Sᶜ a)
    simp only [dotProduct_comm (v _)] at hp
    simp only [sq]
    exact hp
  -- each eigenvector contributes `m_i²` if dropped and nothing if kept
  have hcol : ∀ i, ∑ a, (separable v m Sᶜ *ᵥ v i) a * (separable v m Sᶜ *ᵥ v i) a
      = if i ∈ Sᶜ then m i ^ 2 else 0 := fun i => by
    change (separable v m Sᶜ *ᵥ v i) ⬝ᵥ (separable v m Sᶜ *ᵥ v i) = _
    rw [separable_mulVec_eigen h]
    split_ifs
    · rw [dotProduct_smul, smul_dotProduct, h.orth, if_pos rfl]
      simp [sq]
    · simp
  unfold frobSq
  rw [Finset.sum_congr rfl fun a _ => hrow a, Finset.sum_comm,
    Finset.sum_congr rfl fun i _ => hcol i, Finset.sum_ite_mem, Finset.univ_inter]
```

## Two plane waves

The smallest non-diagonal case has indices 0 and 1. The matrix with rows (2, 36) and (36, 23) has unit eigenvectors v_0 = (3/5, 4/5) and v_1 = (−4/5, 3/5), since M v_0 = (30, 40) = 50 v_0 and M v_1 = (20, −15) = −25 v_1. Keeping S = {0}, the residual −25 v_1 v_1ᵀ has rows (−16, 12) and (12, −9), the smallest admissible ε is 25, and 256 + 144 + 144 + 81 = 625 = (−25)². Lean checks the eigenbasis, while these residual numbers are plain arithmetic added for illustration.

```lean
/-- A non-diagonal two-plane-wave channel matrix with orthonormal eigenvectors `(3/5, 4/5)`,
`(-4/5, 3/5)` and eigenvalues `50`, `-25`. -/
theorem eigenbasis_witness :
    IsEigenbasis (!![2, 36; 36, 23] : Matrix (Fin 2) (Fin 2) ℝ)
      ![![3 / 5, 4 / 5], ![-4 / 5, 3 / 5]] ![50, -25] := by
  constructor
  · intro i j
    fin_cases i <;> fin_cases j <;> simp [dotProduct, Fin.sum_univ_succ] <;> norm_num
  · intro i
    ext a
    fin_cases i <;> fin_cases a <;>
      simp [Matrix.mulVec, dotProduct, Fin.sum_univ_succ] <;> norm_num

end

end SeparableTruncation
```

```lean
#print axioms SeparableTruncation.exists_eigenbasis
#print axioms SeparableTruncation.truncation_bound
#print axioms SeparableTruncation.dropped_le_of_bound
#print axioms SeparableTruncation.frobenius_error
```

```
'SeparableTruncation.exists_eigenbasis' depends on axioms: [propext, Classical.choice, Quot.sound]
'SeparableTruncation.truncation_bound' depends on axioms: [propext, Classical.choice, Quot.sound]
'SeparableTruncation.dropped_le_of_bound' depends on axioms: [propext, Classical.choice, Quot.sound]
'SeparableTruncation.frobenius_error' depends on axioms: [propext, Classical.choice, Quot.sound]
```
